# Nonzero terminating solutions of the radial Dirac-Coulomb equations obey the Sommerfeld condition

Take constants $f_0,h_0$, not both zero, and try $(P,Q)=r^g e^{-\lambda r}(f_0,h_0)$, $\lambda>0$, in

$$P'=-\frac{kP}{r}+\frac{E+c^2+Z/r}{c}\,Q,\qquad Q'=\frac{kQ}{r}-\frac{E-c^2+Z/r}{c}\,P .$$

Write $a=(E+c^2)/c$, $b=(E-c^2)/c$, $z=Z/c$. After division by $r^g e^{-\lambda r}$, the constant terms and the $1/r$ terms give

$$\lambda f_0+ah_0=0,\quad \lambda h_0-bf_0=0;\qquad (g+k)f_0=zh_0,\quad (g-k)h_0=-zf_0 .$$

Here $f_0\ne0$, since otherwise $h_0=0$ too. The first pair gives $\lambda^2=-ab$, so $\lambda^2c^2=c^4-E^2$. Adding $\lambda$ times the third equation to $-a$ times the fourth, and using the first pair, gives $2g\lambda=z(a+b)$, so $g\lambda=ZE/c^2$. If polynomials in $r$, not both zero, replace the two constants and $m$ is the larger of their degrees, the first result is unchanged and the second becomes $(m+g)\lambda=ZE/c^2$.

## The equations and the trial functions

The units are atomic, $E$ includes the rest energy $c^2$, and the nucleus is a point charge with potential $-Z/r$. The angular number $k$ is any real number; $k=-1$ describes $s_{1/2}$.

In Lean 4 with Mathlib:

```lean
import Mathlib

open Polynomial

namespace DiracCoulombTermination

noncomputable section
```

`IsRadialDirac` requires both derivatives to exist and satisfy the equations at every $r>0$.

```lean
/-- The radial Dirac-Coulomb equations on `r > 0` for the large component `P` and the small
component `Q`, with speed of light `c`, charge `Z`, energy `E` and angular number `k`. -/
def IsRadialDirac (c Z E k : ℝ) (P Q : ℝ → ℝ) : Prop :=
  ∀ r : ℝ, 0 < r →
    HasDerivAt P (-k * P r / r + (E + c ^ 2 + Z / r) * Q r / c) r ∧
    HasDerivAt Q (k * Q r / r - (E - c ^ 2 + Z / r) * P r / c) r
```

`envelope` is $r^g e^{-\lambda r}$, and `trial` multiplies it by a real polynomial. This terminating form is assumed, not derived from normalisability.

```lean
/-- The common factor `r^g exp(-lam r)` of both radial components. -/
def envelope (g lam r : ℝ) : ℝ := r ^ g * Real.exp (-lam * r)

/-- A radial component of the form envelope times polynomial. -/
def trial (g lam : ℝ) (f : ℝ[X]) (r : ℝ) : ℝ := envelope g lam r * f.eval r
```

## (a) Differentiate a trial component

With $w=r^g e^{-\lambda r}$, $w'=w(g/r-\lambda)$. Hence $(wf)'=\frac wr\,[\,rf'+(g-\lambda r)f\,]$.

```lean
/-- The radial derivative of a trial component. -/
theorem trial_hasDerivAt (g lam : ℝ) (f : ℝ[X]) {r : ℝ} (hr : 0 < r) :
    HasDerivAt (trial g lam f)
      (envelope g lam r / r * (r * (derivative f).eval r + (g - lam * r) * f.eval r)) r := by
  have hr0 : r ≠ 0 := hr.ne'
  have h1 : HasDerivAt (fun x : ℝ => x ^ g) (g * r ^ (g - 1)) r :=
    Real.hasDerivAt_rpow_const (Or.inl hr0)
  have h2 : HasDerivAt (fun x : ℝ => Real.exp (-lam * x))
      (Real.exp (-lam * r) * (-lam * 1)) r :=
    ((hasDerivAt_id' r).const_mul (-lam)).exp
  have h3 : HasDerivAt (envelope g lam) (envelope g lam r * (g / r - lam)) r := by
    refine (h1.fun_mul h2).congr_deriv ?_
    change g * r ^ (g - 1) * Real.exp (-lam * r) + r ^ g * (Real.exp (-lam * r) * (-lam * 1))
      = r ^ g * Real.exp (-lam * r) * (g / r - lam)
    rw [Real.rpow_sub_one hr0]
    ring
  refine (h3.fun_mul (f.hasDerivAt r)).congr_deriv ?_
  field_simp
  ring
```

## (b) Remove the envelope

Put $P=wf$ and $Q=wh$ with real polynomials $f$ and $h$. The differential equations are then equivalent to equations for $f$ and $h$ alone. Both right-hand sides also carry the factor $w/r>0$. Cancelling it leaves

$$rf'+(g-\lambda r)f=-kf+(ar+z)h,\qquad rh'+(g-\lambda r)h=kh-(br+z)f .$$

In the code, `key` does the cancelling, by uniqueness of the derivative.

```lean
/-- For trial components the radial Dirac-Coulomb equations are equivalent to two equations
for the polynomial factors alone. -/
theorem isRadialDirac_trial_iff {c Z E k g lam : ℝ} {f h : ℝ[X]} (hc : 0 < c) :
    IsRadialDirac c Z E k (trial g lam f) (trial g lam h) ↔ ∀ r : ℝ, 0 < r →
      r * (derivative f).eval r + (g - lam * r) * f.eval r
        = -k * f.eval r + ((E + c ^ 2) * r + Z) / c * h.eval r ∧
      r * (derivative h).eval r + (g - lam * r) * h.eval r
        = k * h.eval r - ((E - c ^ 2) * r + Z) / c * f.eval r := by
  have hc0 : c ≠ 0 := hc.ne'
  refine forall_congr' fun r => forall_congr' fun hr => ?_
  have hr0 : r ≠ 0 := hr.ne'
  have hw : envelope g lam r / r ≠ 0 :=
    (div_pos (mul_pos (Real.rpow_pos_of_pos hr g) (Real.exp_pos _)) hr).ne'
  -- a derivative written as envelope / r times d is correct exactly when d is
  have key : ∀ (p : ℝ[X]) (d : ℝ), HasDerivAt (trial g lam p) (envelope g lam r / r * d) r ↔
      r * (derivative p).eval r + (g - lam * r) * p.eval r = d := fun p d =>
    ⟨fun H => mul_left_cancel₀ hw ((trial_hasDerivAt g lam p hr).unique H),
      fun e => e ▸ trial_hasDerivAt g lam p hr⟩
  have e1 : -k * trial g lam f r / r + (E + c ^ 2 + Z / r) * trial g lam h r / c
      = envelope g lam r / r *
        (-k * f.eval r + ((E + c ^ 2) * r + Z) / c * h.eval r) := by
    unfold trial
    field_simp
  have e2 : k * trial g lam h r / r - (E - c ^ 2 + Z / r) * trial g lam f r / c
      = envelope g lam r / r *
        (k * h.eval r - ((E - c ^ 2) * r + Z) / c * f.eval r) := by
    unfold trial
    field_simp
  rw [e1, e2, key, key]
```

## (c) Pass to polynomial identities

Both sides are polynomials that agree at infinitely many $r>0$, so they are equal:

$$rf'+(g+k)f-zh=r(\lambda f+ah),\qquad rh'+(g-k)h+zf=r(\lambda h-bf).$$

```lean
/-- The radial equations as identities between polynomials in `r`. -/
theorem polynomial_equations {c Z E k g lam : ℝ} {f h : ℝ[X]} (hc : 0 < c)
    (H : IsRadialDirac c Z E k (trial g lam f) (trial g lam h)) :
    X * derivative f + C (g + k) * f - C (Z / c) * h
      = X * (C lam * f + C ((E + c ^ 2) / c) * h) ∧
    X * derivative h + C (g - k) * h + C (Z / c) * f
      = X * (C lam * h - C ((E - c ^ 2) / c) * f) := by
  -- polynomials that agree on the whole half-line are equal
  constructor <;>
    refine eq_of_infinite_eval_eq _ _ ((Set.Ioi_infinite (0 : ℝ)).mono fun r hr => ?_) <;>
    have e := (isRadialDirac_trial_iff hc).1 H r hr <;>
    simp only [Set.mem_ofPred_eq, eval_add, eval_sub, eval_mul, eval_X, eval_C]
  · linear_combination e.1
  · linear_combination e.2
```

## (d) Find the recursion

Comparing coefficients of $r^{n+1}$ gives

$$(n+1+g+k)f_{n+1}-zh_{n+1}=\lambda f_n+ah_n,$$
$$(n+1+g-k)h_{n+1}+zf_{n+1}=\lambda h_n-bf_n .$$

```lean
/-- The recursion that links neighbouring coefficients of the two polynomial factors. -/
theorem coefficient_recursion {c Z E k g lam : ℝ} {f h : ℝ[X]} (hc : 0 < c)
    (H : IsRadialDirac c Z E k (trial g lam f) (trial g lam h)) (n : ℕ) :
    (n + 1 + g + k) * f.coeff (n + 1) - Z / c * h.coeff (n + 1)
      = lam * f.coeff n + (E + c ^ 2) / c * h.coeff n ∧
    (n + 1 + g - k) * h.coeff (n + 1) + Z / c * f.coeff (n + 1)
      = lam * h.coeff n - (E - c ^ 2) / c * f.coeff n := by
  obtain ⟨p1, p2⟩ := polynomial_equations hc H
  have e1 := congrArg (fun p : ℝ[X] => p.coeff (n + 1)) p1
  have e2 := congrArg (fun p : ℝ[X] => p.coeff (n + 1)) p2
  simp only [coeff_add, coeff_sub, coeff_X_mul, coeff_C_mul, coeff_derivative] at e1 e2
  exact ⟨by linear_combination e1, by linear_combination e2⟩
```

## (e) Find the lowest order

At $r=0$ the right-hand sides in (c) vanish, so $(g+k)f_0-zh_0=0$ and $(g-k)h_0+zf_0=0$.

```lean
/-- The equations for the constant terms of the two polynomial factors. -/
theorem lowest_order {c Z E k g lam : ℝ} {f h : ℝ[X]} (hc : 0 < c)
    (H : IsRadialDirac c Z E k (trial g lam f) (trial g lam h)) :
    (g + k) * f.coeff 0 - Z / c * h.coeff 0 = 0 ∧
    (g - k) * h.coeff 0 + Z / c * f.coeff 0 = 0 := by
  obtain ⟨p1, p2⟩ := polynomial_equations hc H
  have e1 := congrArg (fun p : ℝ[X] => p.coeff 0) p1
  have e2 := congrArg (fun p : ℝ[X] => p.coeff 0) p2
  simp only [coeff_add, coeff_sub, mul_coeff_zero, coeff_X_zero, coeff_C_zero, zero_mul,
    zero_add] at e1 e2
  exact ⟨e1, e2⟩
```

## (f) Derive the Sommerfeld condition

Let $m$ be the larger degree, so $f_m,h_m$ are not both zero. Since $f_{m+1}=h_{m+1}=0$, (d) with $n=m$ gives

$$\lambda f_m+ah_m=0,\qquad \lambda h_m-bf_m=0 .$$

As before, $f_m\neq0$ and $\lambda^2+ab=0$. One order lower, with $(F,G)=(f_{m-1},h_{m-1})$, or $(0,0)$ if $m=0$,

$$(m+g+k)f_m-zh_m=\lambda F+aG,\qquad (m+g-k)h_m+zf_m=\lambda G-bF .$$

Taking $\lambda$ times the first minus $a$ times the second leaves $(\lambda^2+ab)F=0$ on the right. On the left, $ah_m=-\lambda f_m$ and $\lambda h_m=bf_m$ give $[2\lambda(m+g)-z(a+b)]f_m=0$. Since $a+b=2E/c$, $(m+g)\lambda=ZE/c^2$.

The `linear_combination` steps for `hab` and `hn` are these two eliminations. If $f=h=0$ were allowed, the equations would hold for any $\lambda$ and $E$, and the conclusion would fail.

```lean
/-- Series termination: if two polynomials of maximal degree `m`, not both zero, each multiplied by
`r^g exp(-lam r)` with `lam > 0`, solve the radial Dirac-Coulomb equations, then `lam² c² = c⁴ - E²`
and `(m + g) lam = Z E / c²`. -/
theorem sommerfeld_condition {c Z E k g lam : ℝ} {f h : ℝ[X]} (hc : 0 < c) (hl : 0 < lam)
    (hne : ¬(f = 0 ∧ h = 0))
    (H : IsRadialDirac c Z E k (trial g lam f) (trial g lam h)) :
    lam ^ 2 * c ^ 2 = c ^ 4 - E ^ 2 ∧
    ((max f.natDegree h.natDegree : ℕ) + g) * lam = Z * E / c ^ 2 := by
  obtain ⟨m, hm⟩ : ∃ m, m = max f.natDegree h.natDegree := ⟨_, rfl⟩
  rw [← hm]
  -- the coefficients of order m do not both vanish
  have htop : ¬(f.coeff m = 0 ∧ h.coeff m = 0) := by
    rintro ⟨a, b⟩
    rcases le_total h.natDegree f.natDegree with l | l
    · have e : m = f.natDegree := by omega
      have f0 : f = 0 := leadingCoeff_eq_zero.1 (by rw [leadingCoeff, ← e]; exact a)
      have e' : m = h.natDegree := by
        rw [f0, natDegree_zero] at e l
        omega
      exact hne ⟨f0, leadingCoeff_eq_zero.1 (by rw [leadingCoeff, ← e']; exact b)⟩
    · have e : m = h.natDegree := by omega
      have h0 : h = 0 := leadingCoeff_eq_zero.1 (by rw [leadingCoeff, ← e]; exact b)
      have e' : m = f.natDegree := by
        rw [h0, natDegree_zero] at e l
        omega
      exact hne ⟨leadingCoeff_eq_zero.1 (by rw [leadingCoeff, ← e']; exact a), h0⟩
  -- order m + 1: a homogeneous system for the leading coefficients
  have t := coefficient_recursion hc H m
  rw [coeff_eq_zero_of_natDegree_lt (by omega : f.natDegree < m + 1),
    coeff_eq_zero_of_natDegree_lt (by omega : h.natDegree < m + 1)] at t
  -- order m: the next coefficients F, G enter (they are zero if m = 0)
  have next : ∃ F G : ℝ,
      (m + g + k) * f.coeff m - Z / c * h.coeff m = lam * F + (E + c ^ 2) / c * G ∧
      (m + g - k) * h.coeff m + Z / c * f.coeff m = lam * G - (E - c ^ 2) / c * F := by
    clear t htop hm
    cases m with
    | zero =>
      have q := lowest_order hc H
      refine ⟨0, 0, ?_, ?_⟩
      · push_cast
        linear_combination q.1
      · push_cast
        linear_combination q.2
    | succ n =>
      have q := coefficient_recursion hc H n
      refine ⟨f.coeff n, h.coeff n, ?_, ?_⟩
      · push_cast
        linear_combination q.1
      · push_cast
        linear_combination q.2
  obtain ⟨F, G, e3, e4⟩ := next
  obtain ⟨t1, t2⟩ := t
  have ha : (E + c ^ 2) / c * c = E + c ^ 2 := div_mul_cancel₀ _ hc.ne'
  have hb : (E - c ^ 2) / c * c = E - c ^ 2 := div_mul_cancel₀ _ hc.ne'
  have hz : Z / c * c = Z := div_mul_cancel₀ _ hc.ne'
  generalize (E + c ^ 2) / c = a at *
  generalize (E - c ^ 2) / c = b at *
  generalize Z / c = z at *
  have e1 : lam * f.coeff m + a * h.coeff m = 0 := by linear_combination (-1 : ℝ) * t1
  have e2 : lam * h.coeff m - b * f.coeff m = 0 := by linear_combination (-1 : ℝ) * t2
  have hF : f.coeff m ≠ 0 := fun h0 => by
    have : lam * h.coeff m = 0 := by linear_combination e2 + b * h0
    exact htop ⟨h0, (mul_eq_zero.1 this).resolve_left hl.ne'⟩
  have hab : lam ^ 2 + a * b = 0 := by
    refine (mul_eq_zero.1 ?_).resolve_right hF
    linear_combination lam * e1 - a * e2
  -- contraction with the left null vector (lam, -a) removes F and G
  have hn : 2 * lam * (m + g) - z * (a + b) = 0 := by
    refine (mul_eq_zero.1 ?_).resolve_right hF
    linear_combination lam * e3 - a * e4 + (m + g - k) * e1 + z * e2 + F * hab
  constructor
  · linear_combination c ^ 2 * hab - b * c * ha - (E + c ^ 2) * hb
  · rw [eq_div_iff (pow_ne_zero 2 hc.ne')]
    linear_combination c ^ 2 / 2 * hn + z * c / 2 * (ha + hb) + E * hz
```

## (g) Determine the exponent at the nucleus

If $f_0,h_0$ are not both zero, the determinant of the system in (e) vanishes: $g^2-k^2+z^2=0$. The code multiplies this factor onto each constant term.

```lean
/-- If the constant terms of the polynomial factors are not both zero, the exponent at the
nucleus obeys `g² = k² - (Z/c)²`. -/
theorem indicial_exponent {c Z E k g lam : ℝ} {f h : ℝ[X]} (hc : 0 < c)
    (h0 : ¬(f.coeff 0 = 0 ∧ h.coeff 0 = 0))
    (H : IsRadialDirac c Z E k (trial g lam f) (trial g lam h)) :
    g ^ 2 = k ^ 2 - (Z / c) ^ 2 := by
  obtain ⟨i1, i2⟩ := lowest_order hc H
  have hf : (g ^ 2 - k ^ 2 + (Z / c) ^ 2) * f.coeff 0 = 0 := by
    linear_combination (g - k) * i1 + Z / c * i2
  have hh : (g ^ 2 - k ^ 2 + (Z / c) ^ 2) * h.coeff 0 = 0 := by
    linear_combination (g + k) * i2 - Z / c * i1
  by_contra hg
  have hd : g ^ 2 - k ^ 2 + (Z / c) ^ 2 ≠ 0 := fun e => hg (by linear_combination e)
  exact h0 ⟨(mul_eq_zero.1 hf).resolve_left hd, (mul_eq_zero.1 hh).resolve_left hd⟩
```

## (h) Obtain the energy

Let $Z,g>0$, let $f_0,h_0$ be not both zero, and put $N=m+g$. Then $N\lambda>0$ forces $E>0$. Inserting $\lambda=ZE/(c^2N)$ into $\lambda^2c^2=c^4-E^2$ gives $E^2(1+z^2/N^2)=c^4$, and the positive root is

$$E=\frac{c^2}{\sqrt{1+z^2/(m+\sqrt{k^2-z^2})^2}} .$$

For one electron and a point nucleus, this is a reference energy for testing a four-component code. For $k>0$ there is no solution with $m=0$: the equations of the opening would need $h_0/f_0=-\lambda/a<0$ and $h_0/f_0=(g+k)/z>0$.

The condition $g>0$ selects solutions whose components $P$ and $Q$ both vanish at the nucleus. Without it the formula can fail: $c=25$, $Z=24$, $k=-1$, $g=-7/25$, $\lambda=24$, $(f,h)=(3,-4)$ solves the equations with $E=-175$, while the formula gives $+175$. This is a mathematical counter-example, not a physical state: $P$ and $Q$ diverge at the nucleus and, although they are square-integrable, the integral for their mean potential energy diverges. The value $c=25$, here and in (i), is chosen for simple fractions and is not the speed of light in atomic units.

```lean
/-- Sommerfeld's fine-structure formula for the energy of a terminating solution with `lam > 0`, `Z
> 0`, `g > 0` and constant terms that are not both zero. -/
theorem sommerfeld_energy {c Z E k g lam : ℝ} {f h : ℝ[X]} (hc : 0 < c) (hl : 0 < lam)
    (hZ : 0 < Z) (hg : 0 < g) (h0 : ¬(f.coeff 0 = 0 ∧ h.coeff 0 = 0))
    (H : IsRadialDirac c Z E k (trial g lam f) (trial g lam h)) :
    E = c ^ 2 / Real.sqrt (1 + (Z / c) ^ 2 /
      ((max f.natDegree h.natDegree : ℕ) + Real.sqrt (k ^ 2 - (Z / c) ^ 2)) ^ 2) := by
  have hne : ¬(f = 0 ∧ h = 0) := fun e => h0 (by simp [e.1, e.2])
  obtain ⟨s1, s2⟩ := sommerfeld_condition hc hl hne H
  rw [← indicial_exponent hc h0 H, Real.sqrt_sq hg.le]
  have hN : 0 < ((max f.natDegree h.natDegree : ℕ) : ℝ) + g :=
    add_pos_of_nonneg_of_pos (Nat.cast_nonneg _) hg
  generalize ((max f.natDegree h.natDegree : ℕ) : ℝ) + g = N at *
  rw [eq_div_iff (pow_ne_zero 2 hc.ne')] at s2
  have hE : 0 < E := by
    have : 0 < Z * E := by
      rw [← s2]
      positivity
    exact (mul_pos_iff_of_pos_left hZ).1 this
  -- elimination of lam
  have key : (c ^ 2 * N ^ 2 + Z ^ 2) * E ^ 2 = c ^ 4 * (c ^ 2 * N ^ 2) := by
    linear_combination N ^ 2 * c ^ 2 * s1 - (N * lam * c ^ 2 + Z * E) * s2
  have hcN : c ^ 2 * N ^ 2 ≠ 0 := by positivity
  have e1 : 1 + (Z / c) ^ 2 / N ^ 2 = (c ^ 2 * N ^ 2 + Z ^ 2) / (c ^ 2 * N ^ 2) := by
    rw [add_div, div_self hcN, div_pow, div_div]
  have e2 : 1 + (Z / c) ^ 2 / N ^ 2 = (c ^ 2 / E) ^ 2 := by
    rw [e1, div_pow, div_eq_div_iff hcN (pow_ne_zero 2 hE.ne')]
    linear_combination key
  rw [e2, Real.sqrt_sq (by positivity)]
  field_simp
```

## (i) Verify a solution of degree one

For $c=25$, $Z=24$, $k=-1$, $E=500$, take $g=7/25$, $\lambda=15$, $f=375r-12$, $h=9-125r$. Inserted in (b), both sides of the first equation equal $-5625r^2+660r-3.36$, and both sides of the second equal $1875r^2-295r+2.52$.

```lean
/-- An explicit solution with polynomial factors of degree one, for `c = 25`, `Z = 24`,
`k = -1` and `E = 500`. -/
theorem isRadialDirac_witness :
    IsRadialDirac 25 24 500 (-1) (trial (7 / 25) 15 (C 375 * X - C 12))
      (trial (7 / 25) 15 (C 9 - C 125 * X)) := by
  refine (isRadialDirac_trial_iff (by norm_num)).2 fun r _ => ?_
  simp only [derivative_sub, derivative_mul, derivative_C, derivative_X, eval_sub, eval_add,
    eval_mul, eval_C, eval_X, eval_zero, eval_one]
  constructor <;> ring

end

end DiracCoulombTermination
```

```lean
#print axioms DiracCoulombTermination.sommerfeld_condition
#print axioms DiracCoulombTermination.sommerfeld_energy
```

```
'DiracCoulombTermination.sommerfeld_condition' depends on axioms: [propext, Classical.choice, Quot.sound]
'DiracCoulombTermination.sommerfeld_energy' depends on axioms: [propext, Classical.choice, Quot.sound]
```
